# Isserlis' four-point formula from Gaussian integration by parts

## One variable and the factor 3

Take one real variable x with mean zero and variance c, and suppose that its expectation obeys

    E(1) = 1,   E(x p) = c E(p′)   for every polynomial p.

With p = x this gives E(x²) = c. With p = x³ it gives

    E(x⁴) = c E(3x²) = 3c².

The derivative of x³ removes one of three equal factors. Each removal pairs the x in front with one of the others, and the two left over form the second pair. The 3 therefore counts the pairings of four objects. With several variables the three terms become distinguishable, and the mechanism stays the same.

## The rule behind a Gaussian weight

For a positive definite covariance matrix C, the weight w = exp(−½ x·C⁻¹x) satisfies

    Σ_j C_ij ∂_j w = −x_i w.

Let E(p) be the integral of p w divided by the integral of w, and write X_i for the coordinate x_i as a polynomial. Multiplying the identity by a polynomial p, integrating, and moving the derivative onto p gives

    E(X_i p) = Σ_j C_ij E(∂_j p).

The boundary terms vanish because w decays faster than any polynomial grows. This rule, together with E(1) = 1, is taken here as the definition of a Gaussian functional; the integral itself is not used again.

For a non-interacting real scalar field on a finite Euclidean lattice, C is the propagator and the four-point formula is Wick contraction. In a simulation of such a finite, quadratic model, the same formula predicts the fourth moments from the measured second moments.

## Expectation as a linear map on polynomials

The variables are labelled by a finite type `σ`, and observables are elements of `MvPolynomial σ ℝ`. The expectation `E` is a real-linear map from these polynomials to ℝ, and `C : Matrix σ σ ℝ` is the covariance matrix, not its inverse. The hypothesis `IsGaussian C E` consists of `norm_one` and `by_parts`, the two conditions above. It fixes the mean at zero, so variables with a nonzero mean must be shifted first.

The theorem `isserlis` then says that for all i, j, k, l

    E(X_i X_j X_k X_l) = C_ij C_kl + C_ik C_jl + C_il C_jk.

Nothing requires the indices to differ. Symmetry of C is not assumed either: it follows from `two_point`, which says E(X_i X_j) = C_ij, because the variables commute. Positivity is not required, so E need not come from a probability distribution.

For longer products, `wick_recursion` contracts one variable with each of the others. The explicit sum over pairings is stated for four factors only. Operator ordering, time ordering and anticommuting variables do not enter.

## Two factors, then four

One integration by parts gives the second moment:

    E(X_i X_j) = Σ_m C_im E(∂_m X_j) = Σ_m C_im δ_jm E(1) = C_ij.

For four factors, the product rule gives

    ∂_m(X_j X_k X_l) = δ_jm X_k X_l + δ_km X_j X_l + δ_lm X_j X_k.

Inserting this in the rule and summing over m leaves

    E(X_i X_j X_k X_l)
      = C_ij E(X_k X_l) + C_ik E(X_j X_l) + C_il E(X_j X_k),

and the second moments turn this into the three pairings.

## Longer products and odd orders

Let s be a finite set of factor labels, and let f(k) be the variable carried by label k. Two labels may carry the same variable. The product rule reads

    ∂_m ∏_{k∈s} X_f(k) = Σ_{k∈s} δ_{f(k),m} ∏_{l∈s∖{k}} X_f(l).

Integration by parts followed by the sum over m gives the recursion

    E(X_i ∏_{k∈s} X_f(k)) = Σ_{k∈s} C_{i,f(k)} E(∏_{l∈s∖{k}} X_f(l)).

Each contraction uses up two factors. An odd product therefore reduces to smaller odd products, and finally to a single variable, for which the sum is empty and the moment is zero.

## Powers of a linear combination

Let φ = Σ_i v_i X_i and Q = Σ_ij v_i C_ij v_j. Then ∂_j φ = v_j, so

    ∂_j φ^(n+1) = (n+1) v_j φ^n,

    E(φ^(n+2)) = Σ_i v_i Σ_j C_ij (n+1) v_j E(φ^n)
               = (n+1) Q E(φ^n).

Starting from E(φ⁰) = 1 and going up in steps of two,

    E(φ^(2n)) = 1·3···(2n−1) Q^n,

where the product of odd numbers is 1 for n = 0.

## Independent standard normal variables

A concrete functional with C = 1 comes from the one-variable moments

    μ_0 = 1,   μ_1 = 0,   μ_(n+2) = (n+1) μ_n.

Send each monomial ∏_k X_k^(s_k) to ∏_k μ_(s_k), and extend linearly. Multiplying by X_i raises s_i by one. If s_i ≥ 1, the recursion gives

    μ_(s_i+1) = s_i μ_(s_i−1),

which is the factor produced by ∂_i. If s_i = 0, both sides of the integration-by-parts rule vanish. The other factors are unchanged, so the rule holds on monomials and, by linearity, on all polynomials.

## A coin with the wrong fourth moment

Let x be +1 or −1 with equal probability, so that E(p) = (p(1) + p(−1))/2. This functional is linear and normalised, with E(x²) = 1, but E(x⁴) = 1 and not 3. Integration by parts with c = 1 fails at p = x³, where the left side is 1 and the right side is 3E(x²) = 3. Normalisation and the correct variance are therefore not enough.

## The Lean file

```lean
import Mathlib

open MvPolynomial (X pderiv monomial)
open Matrix

namespace GaussianIsserlis

noncomputable section

variable {σ : Type*} [Fintype σ] [DecidableEq σ]

/-- A linear functional `E` on polynomials is Gaussian with matrix `C` if it is normalised and
obeys the integration-by-parts rule `E(X_i p) = ∑_j C_ij E(∂_j p)`. -/
structure IsGaussian (C : Matrix σ σ ℝ) (E : MvPolynomial σ ℝ →ₗ[ℝ] ℝ) : Prop where
  norm_one : E 1 = 1
  by_parts : ∀ i p, E (X i * p) = ∑ j, C i j * E (pderiv j p)

/-- The linear combination `∑_i v_i X_i` of the variables. -/
def field (v : σ → ℝ) : MvPolynomial σ ℝ := ∑ i, v i • X i

omit [Fintype σ] in
/-- The derivative of one variable with respect to another is a Kronecker delta. -/
theorem pderiv_var (m j : σ) :
    pderiv m (X j : MvPolynomial σ ℝ) = (if j = m then (1 : ℝ) else 0) • 1 := by
  rw [MvPolynomial.pderiv_X, Pi.single_apply]
  split_ifs <;> simp

omit [Fintype σ] in
/-- Differentiating a product of variables removes each matching factor in turn. -/
theorem pderiv_prod {ι : Type*} [DecidableEq ι] (s : Finset ι) (f : ι → σ) (m : σ) :
    pderiv m (∏ k ∈ s, (X (f k) : MvPolynomial σ ℝ)) =
      ∑ k ∈ s, (if f k = m then (1 : ℝ) else 0) • ∏ l ∈ s.erase k, X (f l) := by
  induction s using Finset.induction_on with
  | empty => simp
  | insert a s ha ih =>
    rw [Finset.prod_insert ha, Derivation.leibniz, ih, pderiv_var, Finset.sum_insert ha,
      Finset.erase_insert ha, add_comm]
    simp only [smul_eq_mul, mul_smul_comm, mul_one, Finset.mul_sum]
    congr 1
    refine Finset.sum_congr rfl fun k hk => ?_
    have hak : a ≠ k := by
      rintro rfl
      exact ha hk
    rw [Finset.erase_insert_of_ne hak,
      Finset.prod_insert (fun h => ha (Finset.mem_of_mem_erase h))]

variable {C : Matrix σ σ ℝ} {E : MvPolynomial σ ℝ →ₗ[ℝ] ℝ}

/-- Wick recursion: in a Gaussian moment of any order, one variable is contracted with each of
the others in turn, and the moment of the remaining variables is left over. -/
theorem wick_recursion (h : IsGaussian C E) {ι : Type*} [DecidableEq ι]
    (s : Finset ι) (f : ι → σ) (i : σ) :
    E (X i * ∏ k ∈ s, X (f k)) =
      ∑ k ∈ s, C i (f k) * E (∏ l ∈ s.erase k, X (f l)) := by
  rw [h.by_parts]
  simp only [pderiv_prod, map_sum, map_smul, smul_eq_mul, Finset.mul_sum]
  rw [Finset.sum_comm]
  refine Finset.sum_congr rfl fun k _ => ?_
  simp

/-- The second moments of a Gaussian functional are the entries of its matrix `C`. -/
theorem two_point (h : IsGaussian C E) (i j : σ) : E (X i * X j) = C i j := by
  rw [h.by_parts]
  simp only [pderiv_var, map_smul, h.norm_one, smul_eq_mul]
  simp

/-- Isserlis' theorem for four variables: the fourth moment of a Gaussian functional is the sum
over the three pairings, for all indices, repeated or not. -/
theorem isserlis (h : IsGaussian C E) (i j k l : σ) :
    E (X i * X j * X k * X l) = C i j * C k l + C i k * C j l + C i l * C j k := by
  -- the product rule removes one of the three remaining variables
  have hd : ∀ m, pderiv m (X j * X k * X l : MvPolynomial σ ℝ) =
      (if j = m then (1 : ℝ) else 0) • (X k * X l) +
      (if k = m then (1 : ℝ) else 0) • (X j * X l) +
      (if l = m then (1 : ℝ) else 0) • (X j * X k) := by
    intro m
    simp only [Derivation.leibniz, pderiv_var, smul_eq_mul, MvPolynomial.smul_eq_C_mul]
    ring
  rw [show (X i * X j * X k * X l : MvPolynomial σ ℝ) = X i * (X j * X k * X l) by ring,
    h.by_parts]
  simp only [hd, map_add, map_smul, smul_eq_mul, two_point h, mul_add, Finset.sum_add_distrib]
  simp

/-- Every Gaussian moment of an odd number of variables vanishes. -/
theorem odd_moment (h : IsGaussian C E) {ι : Type*} [DecidableEq ι]
    (s : Finset ι) (f : ι → σ) (hs : Odd s.card) : E (∏ k ∈ s, X (f k)) = 0 := by
  induction s using Finset.strongInduction with
  | H s ih =>
    obtain ⟨a, ha⟩ : s.Nonempty := Finset.card_pos.mp hs.pos
    rw [← Finset.mul_prod_erase s _ ha, wick_recursion h]
    refine Finset.sum_eq_zero fun k hk => ?_
    -- a contraction removes two variables, so the number left is again odd
    have c1 := Finset.card_erase_add_one ha
    have c2 := Finset.card_erase_add_one hk
    obtain ⟨r, hr⟩ := hs
    rw [ih _ ((Finset.erase_subset _ _).trans_ssubset (Finset.erase_ssubset ha))
      ⟨r - 1, by omega⟩, mul_zero]

/-- For a linear combination of the variables, two more powers multiply the `n`-th Gaussian
moment by `n + 1` times the quadratic form `v · C v`. -/
theorem field_moment_step (h : IsGaussian C E) (v : σ → ℝ) (n : ℕ) :
    E (field v ^ (n + 2)) = (n + 1) * (v ⬝ᵥ C *ᵥ v) * E (field v ^ n) := by
  have hf : ∀ j, pderiv j (field v) = v j • (1 : MvPolynomial σ ℝ) := by
    intro j
    simp only [field, map_sum, Derivation.map_smul, pderiv_var, smul_smul]
    simp
  have hp : ∀ j, pderiv j (field v ^ (n + 1)) = ((n + 1 : ℝ) * v j) • field v ^ n := by
    intro j
    rw [Derivation.leibniz_pow, hf]
    simp only [add_tsub_cancel_right, smul_eq_mul, mul_smul_comm, mul_one]
    rw [mul_smul, ← Nat.cast_smul_eq_nsmul ℝ, Nat.cast_add, Nat.cast_one]
  have expand : ∀ p, E (field v * p) = ∑ i, v i * ∑ j, C i j * E (pderiv j p) := by
    intro p
    simp only [field, Finset.sum_mul, smul_mul_assoc, map_sum, map_smul, smul_eq_mul,
      h.by_parts]
  rw [pow_succ', expand]
  simp only [hp, map_smul, smul_eq_mul, dotProduct, Matrix.mulVec, Finset.mul_sum,
    Finset.sum_mul]
  refine Finset.sum_congr rfl fun i _ => Finset.sum_congr rfl fun j _ => ?_
  ring

/-- The Gaussian moment of order `2n` of a linear combination of the variables is the product of
the first `n` odd numbers times the `n`-th power of `v · C v`. -/
theorem field_even_moment (h : IsGaussian C E) (v : σ → ℝ) (n : ℕ) :
    E (field v ^ (2 * n)) =
      (∏ k ∈ Finset.range n, (2 * (k : ℝ) + 1)) * (v ⬝ᵥ C *ᵥ v) ^ n := by
  induction n with
  | zero => simp [h.norm_one]
  | succ n ih =>
    rw [show 2 * (n + 1) = 2 * n + 2 by ring, field_moment_step h, ih,
      Finset.prod_range_succ, pow_succ]
    push_cast
    ring

/-- The moments `1, 0, 1, 0, 3, …` of one standard normal variable, defined by recursion. -/
def normalMoment : ℕ → ℝ
  | 0 => 1
  | 1 => 0
  | n + 2 => (n + 1) * normalMoment n

/-- The functional that sends each monomial to the product of the standard normal moments of
its exponents. -/
def standardGaussian : MvPolynomial σ ℝ →ₗ[ℝ] ℝ :=
  (MvPolynomial.basisMonomials σ ℝ).constr ℝ fun s => ∏ i, normalMoment (s i)

/-- The functional built from independent standard normal moments is Gaussian, with the identity
as its matrix. -/
theorem isGaussian_witness :
    IsGaussian (1 : Matrix σ σ ℝ) (standardGaussian (σ := σ)) := by
  have hmon : ∀ (s : σ →₀ ℕ) (a : ℝ),
      standardGaussian (monomial s a) = a * ∏ i, normalMoment (s i) := by
    intro s a
    have h1 : standardGaussian (monomial s (1 : ℝ)) = ∏ i, normalMoment (s i) := by
      have h := (MvPolynomial.basisMonomials σ ℝ).constr_basis ℝ
        (fun s => ∏ i, normalMoment (s i)) s
      rw [MvPolynomial.coe_basisMonomials] at h
      exact h
    have h2 : monomial s a = a • monomial s (1 : ℝ) := by
      rw [MvPolynomial.smul_monomial, smul_eq_mul, mul_one]
    rw [h2, map_smul, h1, smul_eq_mul]
  have hrec : ∀ n : ℕ, normalMoment (n + 1) = n * normalMoment (n - 1) := by
    intro n
    cases n <;> simp [normalMoment]
  refine ⟨?_, fun i p => ?_⟩
  · have h := hmon 0 1
    simpa [normalMoment] using h
  · have hsum : ∑ j, (1 : Matrix σ σ ℝ) i j * standardGaussian (pderiv j p) =
        standardGaussian (pderiv i p) := by
      simp [Matrix.one_apply]
    rw [hsum]
    -- by linearity it is enough to check monomials
    refine MvPolynomial.induction_on' p ?_ ?_
    · intro s a
      have hX : (X i : MvPolynomial σ ℝ) = monomial (Finsupp.single i 1) 1 := rfl
      rw [hX, MvPolynomial.monomial_mul, one_mul, MvPolynomial.pderiv_monomial, hmon, hmon,
        ← Finset.mul_prod_erase Finset.univ
          (fun k => normalMoment ((Finsupp.single i 1 + s : σ →₀ ℕ) k)) (Finset.mem_univ i),
        ← Finset.mul_prod_erase Finset.univ
          (fun k => normalMoment ((s - Finsupp.single i 1 : σ →₀ ℕ) k)) (Finset.mem_univ i)]
      have hrest :
          ∏ k ∈ Finset.univ.erase i, normalMoment ((Finsupp.single i 1 + s : σ →₀ ℕ) k) =
          ∏ k ∈ Finset.univ.erase i, normalMoment ((s - Finsupp.single i 1 : σ →₀ ℕ) k) := by
        refine Finset.prod_congr rfl fun k hk => ?_
        have hki : i ≠ k := (Finset.ne_of_mem_erase hk).symm
        simp [hki]
      have hi : normalMoment ((Finsupp.single i 1 + s : σ →₀ ℕ) i) =
          s i * normalMoment ((s - Finsupp.single i 1 : σ →₀ ℕ) i) := by
        rw [Finsupp.add_apply, Finsupp.tsub_apply, Finsupp.single_eq_same, add_comm, hrec]
      rw [hrest, hi]
      ring
    · intro p q hp hq
      rw [mul_add, map_add, map_add, map_add, hp, hq]

end

end GaussianIsserlis
```

```lean
#print axioms GaussianIsserlis.isserlis
#print axioms GaussianIsserlis.odd_moment
#print axioms GaussianIsserlis.field_even_moment
```

```
'GaussianIsserlis.isserlis' depends on axioms: [propext, Classical.choice, Quot.sound]
'GaussianIsserlis.odd_moment' depends on axioms: [propext, Classical.choice, Quot.sound]
'GaussianIsserlis.field_even_moment' depends on axioms: [propext, Classical.choice, Quot.sound]
```

## A Kronecker delta that E can release

The proof turns on the form in which the derivative of a variable is written. In Mathlib, `pderiv m` is a `Derivation`: a linear map with a product rule, available as `Derivation.leibniz`. Applied to a variable, it returns a polynomial that is either 1 or 0. But E is only linear, so it cannot split a product of two polynomials.

The lemma `pderiv_var` therefore writes the result as a real number, the delta, times the polynomial 1. A real factor passes through E by `map_smul`. What remains is a sum of real numbers containing deltas, which `simp` collapses to the matching term.

`two_point` is this pattern in its shortest form. In `isserlis`, the local statement `hd` is the three-term product rule above. The proof regroups the product as X_i times the rest, applies `h.by_parts`, expands with `hd`, and replaces the remaining second moments by `two_point h`.

## Inductions on factors and powers

`pderiv_prod` proves the general product rule by adding one label at a time to s. Here `s.erase k` is s∖{k}; it removes a label and not every occurrence of a variable, which is how repeated variables are handled correctly. `wick_recursion` inserts this rule into integration by parts and exchanges the two sums with `Finset.sum_comm`.

`odd_moment` uses strong induction on the finite set. It takes out one label `a`, applies the recursion to the rest, and uses `omega` to confirm that the number of factors left after a contraction is again odd.

In `field_moment_step`, `hf` and `hp` are the derivatives of φ and of its power, while `expand` applies integration by parts to each term of φ. The quadratic form Q appears as `v ⬝ᵥ C *ᵥ v`. `field_even_moment` repeats this step by induction on n.

For the concrete functional, `standardGaussian` is defined by its values on the monomial basis. Within `isGaussian_witness`, `hmon` evaluates it on a monomial with any coefficient, and `hrec` is the moment recursion. The statements `hi` and `hrest` treat the exponent of X_i and the other exponents separately, and `MvPolynomial.induction_on'` carries the result from monomials to sums.
